# A plane lattice has at most one metric with 0 ≤ 2b ≤ a ≤ c

Q: Before I start a calculation on a monolayer, my script checks whether its lattice is already in my database. It reduces both cells and compares three numbers: the squared edge lengths a and c, and the scalar product b of the two edges. If the triples agree, the lattices are clearly congruent. If they differ, the script reports two different lattices. What entitles it to do that?

A: Uniqueness. Call a primitive cell, one whose edges generate the whole lattice, reduced if 0 < a and 0 ≤ 2b ≤ a ≤ c. Two reduced cells of the same lattice have the same a, b and c, so different triples mean different lattices. This holds for two-dimensional periodic lattices with exactly known metrics; the atoms in the cell and rounding errors are not in the model. Your script must bring a supercell or a centred cell to a primitive one first: the four-atom rectangular cell of graphene also satisfies the inequalities, with b = 0, although the lattice is hexagonal and its reduced cell has 2b = a = c.

Q: Then show me where the lattice is. I expect to find only matrices.

A: The cell enters through its metric G, the symmetric matrix with rows (a, b) and (b, c).

```lean
import Mathlib

open Matrix

namespace ReducedPlaneCell

noncomputable section

/-- The metric (Gram matrix) of a plane cell with squared edge lengths `a`, `c` and
scalar product `b` of the two edges. -/
def metric (a b c : ℝ) : Matrix (Fin 2) (Fin 2) ℝ := !![a, b; b, c]
```

If the edges are u and v, the vector x u + y v has squared length

Q(x, y) = a x² + 2b x y + c y².

```lean
/-- The squared length of the vector with coordinates `x`, `y` in a cell with metric
`[[a, b], [b, c]]`. -/
def sqLength (a b c x y : ℝ) : ℝ := a * x ^ 2 + 2 * b * x * y + c * y ^ 2
```

The lattice consists of the vectors with integer x and y. A second cell has edges

u' = p u + r v,  v' = q u + s v,

where p, q, r, s are integers. They form a matrix U with rows (p, q) and (r, s), so the new edges are its columns. The new metric is Uᵀ G U. The two cells span the same lattice exactly when det U = ps − qr is 1 or −1.

```lean
/-- The metric `Uᵀ G U` obtained from `G` when the new cell edges are the columns of the
integer matrix `U`. -/
def changeBasis (U : Matrix (Fin 2) (Fin 2) ℤ) (G : Matrix (Fin 2) (Fin 2) ℝ) :
    Matrix (Fin 2) (Fin 2) ℝ :=
  (U.map (fun n : ℤ => (n : ℝ)))ᵀ * G * U.map (fun n : ℤ => (n : ℝ))
```

In `changeBasis` the entries of `U` have type `ℤ`, and `U.map` turns them into real numbers for the product. The reduction conditions are four inequalities.

```lean
/-- The reduction conditions `0 ≤ 2b ≤ a ≤ c` for a cell whose first edge has positive
length. -/
structure IsReduced (a b c : ℝ) : Prop where
  pos : 0 < a
  sign : 0 ≤ 2 * b
  short : 2 * b ≤ a
  order : a ≤ c
```

Q: I see no condition that the metric is positive definite. An indefinite matrix is not a cell.

A: It follows from the inequalities. Expanding the right-hand side confirms that

Q(x, y) = b (x + y)² + (a − b) x² + (c − b) y².

Here b ≥ 0. Since b ≤ a/2 < a ≤ c, the other two weights are positive, so Q(x, y) > 0 unless x = y = 0. The proof establishes this identity as `key` and then reads off the sign.

```lean
/-- A reduced metric is positive definite: every nonzero vector of the plane has positive
squared length. -/
theorem IsReduced.sqLength_pos {a b c : ℝ} (h : IsReduced a b c) (x y : ℝ)
    (hxy : x ≠ 0 ∨ y ≠ 0) : 0 < sqLength a b c x y := by
  obtain ⟨h1, h2, h3, h4⟩ := h
  have hb : 0 ≤ b := by linarith
  have hab : 0 < a - b := by linarith
  have hcb : 0 < c - b := by linarith
  -- the squared length is a sum of three squares with nonnegative weights
  have key : sqLength a b c x y
      = b * (x + y) ^ 2 + (a - b) * x ^ 2 + (c - b) * y ^ 2 := by
    unfold sqLength
    ring
  rw [key]
  rcases hxy with hx | hy
  · positivity
  · positivity
```

Q: Fine, it is a real cell. Why should its edges be special?

A: Because they are as short as the lattice allows. Take a lattice vector with y ≠ 0, so that y² ≥ 1. If xy ≥ 0, then

Q(x, y) − c = a x² + 2b x y + c (y² − 1) ≥ 0.

If xy ≤ 0, write instead

Q(x, y) − c = a (x² + xy + y² − 1) + (a − 2b)(−xy) + (c − a)(y² − 1).

The last two terms are nonnegative by the reduction conditions. For the first, note that

4 (x² + xy + y²) = (2x + y)² + 3y² > 0.

A positive integer is at least 1, so this term is nonnegative too. Every lattice vector off the line of u therefore has squared length at least c. The Lean proof splits on the same two cases and hands these products to `nlinarith`.

```lean
/-- In a reduced cell, every lattice vector off the line of the first edge is at least as
long as the second edge. -/
theorem IsReduced.second_edge_le {a b c : ℝ} (h : IsReduced a b c) (x y : ℤ)
    (hy : y ≠ 0) : c ≤ sqLength a b c x y := by
  obtain ⟨h1, h2, h3, h4⟩ := h
  have hyZ : 0 < y ^ 2 := by positivity
  have hy1 : (1 : ℝ) ≤ (y : ℝ) ^ 2 := by
    have : (1 : ℤ) ≤ y ^ 2 := by linarith
    exact_mod_cast this
  unfold sqLength
  rcases le_total 0 (x * y) with hxy | hxy
  · have hxy' : (0 : ℝ) ≤ (x : ℝ) * y := by exact_mod_cast hxy
    have hc : 0 ≤ c := by linarith
    nlinarith [mul_nonneg h1.le (sq_nonneg (x : ℝ)), mul_nonneg h2 hxy',
      mul_nonneg hc (sub_nonneg.2 hy1)]
  · have hxy' : (x : ℝ) * y ≤ 0 := by exact_mod_cast hxy
    -- since `y ≠ 0`, `x² + xy + y²` is a positive integer, so it is at least one
    have hn : (1 : ℝ) ≤ (x : ℝ) ^ 2 + x * y + (y : ℝ) ^ 2 := by
      have h0 : 0 < x ^ 2 + x * y + y ^ 2 := by nlinarith [sq_nonneg (2 * x + y)]
      have : (1 : ℤ) ≤ x ^ 2 + x * y + y ^ 2 := by linarith
      exact_mod_cast this
    nlinarith [mul_nonneg h1.le (sub_nonneg.2 hn),
      mul_nonneg (sub_nonneg.2 h3) (neg_nonneg.2 hxy'),
      mul_nonneg (sub_nonneg.2 h4) (sub_nonneg.2 hy1)]
```

On the line of u we have y = 0 and x ≠ 0, so Q(x, 0) = a x² ≥ a. Off that line Q ≥ c ≥ a. Hence no nonzero lattice vector is shorter than u.

```lean
/-- In a reduced cell, every nonzero lattice vector is at least as long as the first edge. -/
theorem IsReduced.first_edge_le {a b c : ℝ} (h : IsReduced a b c) (x y : ℤ)
    (hxy : x ≠ 0 ∨ y ≠ 0) : a ≤ sqLength a b c x y := by
  by_cases hy : y = 0
  · have hx : x ≠ 0 := hxy.resolve_right (fun h0 => h0 hy)
    have hxZ : 0 < x ^ 2 := by positivity
    have hx1 : (1 : ℝ) ≤ (x : ℝ) ^ 2 := by
      have : (1 : ℤ) ≤ x ^ 2 := by linarith
      exact_mod_cast this
    have hy' : (y : ℝ) = 0 := by exact_mod_cast hy
    unfold sqLength
    rw [hy']
    nlinarith [mul_nonneg h.pos.le (sub_nonneg.2 hx1)]
  · exact h.order.trans (h.second_edge_le x y hy)
```

Q: That concerns single vectors. A cell needs two.

A: Take two independent lattice vectors with coordinates (p, r) and (q, s), the first no longer than the second. The first is nonzero, so its squared length is at least a. If s ≠ 0, the second is off the line of u and has squared length at least c. If s = 0, independence forces r ≠ 0. Then the first vector already has squared length at least c, and the second is no shorter.

```lean
/-- Two linearly independent lattice vectors, the shorter one first, are at least as long as the
first and the second edge of a reduced cell, respectively. -/
theorem IsReduced.edges_le {a b c : ℝ} (h : IsReduced a b c) (p q r s : ℤ)
    (hd : p * s - q * r ≠ 0) (hle : sqLength a b c p r ≤ sqLength a b c q s) :
    a ≤ sqLength a b c p r ∧ c ≤ sqLength a b c q s := by
  constructor
  · apply h.first_edge_le
    by_cases hp : p = 0
    · right
      intro hr
      exact hd (by rw [hp, hr]; ring)
    · exact Or.inl hp
  · by_cases hs : s = 0
    · have hr : r ≠ 0 := fun hr => hd (by rw [hs, hr]; ring)
      exact (h.second_edge_le p r hr).trans hle
    · exact h.second_edge_le q s hs
```

Q: So the second cell has a' ≥ a and c' ≥ c. That is one direction.

A: The other comes from exchanging the roles of the cells. Solving for the old edges gives

s u' − r v' = (ps − qr) u = ±u,

−q u' + p v' = (ps − qr) v = ±v.

The old edges, up to sign, are thus lattice vectors seen from the new cell, which is also reduced. The same bound gives a ≥ a' and c ≥ c', so a = a' and c = c'. For b, use the squared cell area:

a'c' − b'² = (ps − qr)² (ac − b²) = ac − b².

With a = a' and c = c' this leaves b² = b'². Both b and b' are nonnegative, so b = b'.

In the code, `e1` and `e2` are the squared lengths of the two vectors above, and `hdet` is the area identity. Each is an algebraic identity combined with (ps − qr)² = 1, which is how `linear_combination` uses `hd2`. The two calls of `edges_le` supply the four inequalities.

```lean
/-- Uniqueness in coordinates: if the edges `(p, r)` and `(q, s)` of a second primitive cell
also have reduced metric entries, these entries agree with those of the first cell. -/
theorem reduced_entries_unique {a b c a' b' c' : ℝ} (h : IsReduced a b c)
    (h' : IsReduced a' b' c') (p q r s : ℤ)
    (hd : p * s - q * r = 1 ∨ p * s - q * r = -1)
    (ha : a' = sqLength a b c p r)
    (hb : b' = a * p * q + b * (p * s + q * r) + c * r * s)
    (hc : c' = sqLength a b c q s) : a = a' ∧ b = b' ∧ c = c' := by
  have hd0 : p * s - q * r ≠ 0 := by
    rcases hd with hd | hd <;> rw [hd] <;> norm_num
  have hd2 : ((p : ℝ) * s - q * r) ^ 2 = 1 := by
    rcases hd with hd | hd
    · have e : (p : ℝ) * s - q * r = 1 := by exact_mod_cast hd
      rw [e]; norm_num
    · have e : (p : ℝ) * s - q * r = -1 := by exact_mod_cast hd
      rw [e]; norm_num
  -- the old edges seen from the new cell
  have e1 : sqLength a' b' c' (s : ℤ) ((-r : ℤ) : ℝ) = a := by
    rw [ha, hb, hc]
    unfold sqLength
    push_cast
    linear_combination a * hd2
  have e2 : sqLength a' b' c' ((-q : ℤ) : ℝ) (p : ℤ) = c := by
    rw [ha, hb, hc]
    unfold sqLength
    push_cast
    linear_combination c * hd2
  -- the squared cell area is invariant
  have hdet : a' * c' - b' ^ 2 = a * c - b ^ 2 := by
    rw [ha, hb, hc]
    unfold sqLength
    linear_combination (a * c - b ^ 2) * hd2
  obtain ⟨h1, h2⟩ := h.edges_le p q r s hd0 (by rw [← ha, ← hc]; exact h'.order)
  obtain ⟨h3, h4⟩ := h'.edges_le s (-q) (-r) p
    (fun h0 => hd0 (by linear_combination h0)) (by rw [e1, e2]; exact h.order)
  rw [← ha] at h1
  rw [← hc] at h2
  rw [e1] at h3
  rw [e2] at h4
  have haa : a = a' := le_antisymm h1 h3
  have hcc : c = c' := le_antisymm h2 h4
  have hsq : b ^ 2 = b' ^ 2 := by
    rw [haa, hcc] at hdet
    linarith
  have hb0 : 0 ≤ b := by linarith [h.sign]
  have hb0' : 0 ≤ b' := by linarith [h'.sign]
  exact ⟨haa, (sq_eq_sq₀ hb0 hb0').1 hsq, hcc⟩
```

The matrix version takes two reduced metrics, an integer `U` with `U.det = 1 ∨ U.det = -1`, and the equation Uᵀ G U = G'. It concludes G = G'. The proof reads three entries off the matrix equation, with `U 0 0`, `U 0 1`, `U 1 0`, `U 1 1` as p, q, r, s, and applies the result in coordinates.

```lean
/-- Uniqueness of the reduced plane cell: two reduced metrics related by an integer change of
basis of determinant `1` or `-1` are equal. -/
theorem reduced_metric_unique {a b c a' b' c' : ℝ} (h : IsReduced a b c)
    (h' : IsReduced a' b' c') (U : Matrix (Fin 2) (Fin 2) ℤ)
    (hU : U.det = 1 ∨ U.det = -1)
    (hG : changeBasis U (metric a b c) = metric a' b' c') :
    metric a b c = metric a' b' c' := by
  have h00 := congrFun (congrFun hG 0) 0
  have h01 := congrFun (congrFun hG 0) 1
  have h11 := congrFun (congrFun hG 1) 1
  simp [changeBasis, metric, Matrix.mul_apply, Fin.sum_univ_two] at h00 h01 h11
  rw [Matrix.det_fin_two] at hU
  obtain ⟨e1, e2, e3⟩ := reduced_entries_unique h h' (U 0 0) (U 0 1) (U 1 0) (U 1 1) hU
    (by unfold sqLength; linear_combination -h00)
    (by linear_combination -h01)
    (by unfold sqLength; linear_combination -h11)
  rw [e1, e2, e3]
```

Q: My input file has vectors in space, and I compare lengths and an angle.

A: There is a theorem in those terms. The vectors `u` and `v` lie in any real inner product space `V`, so the plane lattice of a slab in three-dimensional space is included. Their independence is not a separate hypothesis, since it follows from positive definiteness. If both bases are reduced, then ‖u‖ = ‖u'‖, ‖v‖ = ‖v'‖, and the angles between the edges agree.

The proof expands the inner products of u' and v' to obtain a', b' and c', then applies the coordinate result. The norms are the square roots of a and c, and the angle is the arccosine of b/√(ac).

```lean
/-- Two reduced bases `u, v` and `p u + r v, q u + s v` of the same plane lattice have the
same edge lengths and the same angle between the edges. -/
theorem reduced_cell_parameters_unique {V : Type*} [NormedAddCommGroup V]
    [InnerProductSpace ℝ V] (u v u' v' : V) (p q r s : ℤ)
    (hd : p * s - q * r = 1 ∨ p * s - q * r = -1)
    (hu : u' = (p : ℝ) • u + (r : ℝ) • v) (hv : v' = (q : ℝ) • u + (s : ℝ) • v)
    (h : IsReduced (inner ℝ u u) (inner ℝ u v) (inner ℝ v v))
    (h' : IsReduced (inner ℝ u' u') (inner ℝ u' v') (inner ℝ v' v')) :
    ‖u‖ = ‖u'‖ ∧ ‖v‖ = ‖v'‖ ∧
      InnerProductGeometry.angle u v = InnerProductGeometry.angle u' v' := by
  obtain ⟨e1, e2, e3⟩ := reduced_entries_unique h h' p q r s hd
    (by
      rw [hu]
      simp only [sqLength, inner_add_left, inner_add_right, real_inner_smul_left,
        real_inner_smul_right, real_inner_comm u v]
      ring)
    (by
      rw [hu, hv]
      simp only [inner_add_left, inner_add_right, real_inner_smul_left,
        real_inner_smul_right, real_inner_comm u v]
      ring)
    (by
      rw [hv]
      simp only [sqLength, inner_add_left, inner_add_right, real_inner_smul_left,
        real_inner_smul_right, real_inner_comm u v]
      ring)
  have n1 : ‖u‖ = ‖u'‖ := by
    rw [norm_eq_sqrt_real_inner u, norm_eq_sqrt_real_inner u', e1]
  have n2 : ‖v‖ = ‖v'‖ := by
    rw [norm_eq_sqrt_real_inner v, norm_eq_sqrt_real_inner v', e3]
  refine ⟨n1, n2, ?_⟩
  unfold InnerProductGeometry.angle
  rw [e2, n1, n2]
```

Q: My program prefers obtuse cells. Is the sign condition on b more than taste?

A: Which sign you choose is a convention, but you have to choose one. Suppose you kept only 2|b| ≤ a ≤ c. The triples (3, 1, 4) and (3, −1, 4) both satisfy it, and reversing the second edge turns one into the other. They describe the same lattice with different metrics, so uniqueness fails. The file gives the reversal for general a, b and c.

```lean
/-- Reversing the second edge is an integer change of basis of determinant `-1` that turns
`b` into `-b` and keeps `a` and `c`. -/
theorem reverse_edge (a b c : ℝ) :
    (!![1, 0; 0, -1] : Matrix (Fin 2) (Fin 2) ℤ).det = -1 ∧
      changeBasis !![1, 0; 0, -1] (metric a b c) = metric a (-b) c := by
  constructor
  · simp [Matrix.det_fin_two]
  · ext i j
    fin_cases i <;> fin_cases j <;>
      simp [changeBasis, metric, Matrix.mul_apply, Fin.sum_univ_two]
```

The convention here is b ≥ 0, which puts the angle of a reduced cell between 60° and 90°. If your program returns b < 0 with 2|b| ≤ a ≤ c, reverse one edge before comparing. Since determinant −1 is allowed, the comparison does not distinguish left-handed from right-handed bases.

Q: And does the script always have a reduced cell to compare?

A: The theorems take both reduced cells as given. That every plane lattice has one, and that your reduction loop finds it, needs a separate argument. Reduction of three-dimensional cells is not treated either.

Q: One last doubt. If the reduced metric is unique, can I also identify the edge vectors themselves?

A: No, and the limiting case 2b = a = c shows it well. Take a = 2, b = 1, c = 2. Both edges have length √2 and the angle is 60°, so this is the hexagonal lattice. The new edges u' = v and v' = v − u are the old ones rotated by 60°. They have the same metric:

a' = 2,  b' = v·(v − u) = 2 − 1 = 1,  c' = 2 − 2 + 2 = 2.

The basis has changed and the metric has not. Your script should therefore compare a, b and c, and not the components of the edge vectors. The last theorem checks this example, which also shows that the hypotheses of the uniqueness theorem are met by an actual cell with a non-trivial `U`.

```lean
/-- The metric `[[2, 1], [1, 2]]` is reduced and is carried to itself by the change of basis
`[[0, -1], [1, 1]]` of determinant `1`. -/
theorem reduced_metric_unique_witness :
    IsReduced 2 1 2 ∧ (!![0, -1; 1, 1] : Matrix (Fin 2) (Fin 2) ℤ).det = 1 ∧
      changeBasis !![0, -1; 1, 1] (metric 2 1 2) = metric 2 1 2 := by
  refine ⟨⟨by norm_num, by norm_num, by norm_num, by norm_num⟩, ?_, ?_⟩
  · simp [Matrix.det_fin_two]
  · ext i j
    fin_cases i <;> fin_cases j <;>
      simp [changeBasis, metric, Matrix.mul_apply, Fin.sum_univ_two] <;> norm_num

end

end ReducedPlaneCell
```

```lean
#print axioms ReducedPlaneCell.IsReduced.sqLength_pos
#print axioms ReducedPlaneCell.reduced_metric_unique
#print axioms ReducedPlaneCell.reduced_cell_parameters_unique
#print axioms ReducedPlaneCell.reverse_edge
```

```
'ReducedPlaneCell.IsReduced.sqLength_pos' depends on axioms: [propext, Classical.choice, Quot.sound]
'ReducedPlaneCell.reduced_metric_unique' depends on axioms: [propext, Classical.choice, Quot.sound]
'ReducedPlaneCell.reduced_cell_parameters_unique' depends on axioms: [propext, Classical.choice, Quot.sound]
'ReducedPlaneCell.reverse_edge' depends on axioms: [propext, Classical.choice, Quot.sound]
```
